# Harker–Kasper inequalities for an inversion centre and non-negative weights of sum one: $U(h)^2>1/2$ forces $U(2h)>0$

## Can an intensity reveal a sign?

I treat the atoms in the unit cell of a crystal as point scatterers with fixed weights $w_j\ge 0$, $\sum_j w_j=1$, at fractional coordinates $x_j$. With an inversion centre at the origin, I replace the complex structure factor by the real sum $U(h)=\sum_j w_j\cos(2\pi h\cdot x_j)$. Diffraction gives me $U(h)^2$, once it is on an absolute scale, but the density map also needs the sign of each $U(h)$. I am told that a strong enough reflection $h$ settles the sign of $U(2h)$. How can that be, when I know nothing about the positions?

## Positive weights tie the reflections together

The cosines at $h$, $k$ and $h\pm k$ are related for every single atom, and non-negative weights carry the relation over to the sums.

Write $a_j=2\pi h\cdot x_j$ and $b_j=2\pi k\cdot x_j$ for integer vectors $h,k$. The phases of $h\pm k$ are $a_j\pm b_j$. The half-angle formulas give

$$(1+\cos(a+b))(1+\cos(a-b))=4\cos^2\tfrac{a+b}2\cos^2\tfrac{a-b}2=(\cos a+\cos b)^2,$$

$$(1-\cos(a+b))(1-\cos(a-b))=4\sin^2\tfrac{a+b}2\sin^2\tfrac{a-b}2=(\cos a-\cos b)^2.$$

With $p_j=1+\cos(a_j+b_j)$ and $q_j=1+\cos(a_j-b_j)$, Cauchy–Schwarz yields

$$(U(h)+U(k))^2\le\Big(\sum_j w_j\sqrt{p_jq_j}\Big)^2\le\sum_j w_jp_j\sum_j w_jq_j=(1+U(h+k))(1+U(h-k)).$$

The last step uses $\sum_j w_j=1$. The second identity gives, in the same way,

$$(U(h)-U(k))^2\le(1-U(h+k))(1-U(h-k)).$$

Now set $k=h$ in the first inequality. Since $U(0)=1$, it reads $4U(h)^2\le 2(1+U(2h))$, so $U(2h)\ge 2U(h)^2-1$. This is positive when $U(h)^2>1/2$.

Two different reflections can also fix a sign relation. Suppose $(|U(h)|+|U(k)|)^2>2$, and recall that $|U|\le1$.

- If $U(h)U(k)>0$, the first inequality gives $2<2(1+U(h+k))$, so $U(h+k)>0$.
- If $U(h)U(k)<0$, the second gives $2<2(1-U(h+k))$, so $U(h+k)<0$.
- If the product is zero, the left side is at most $1$, a contradiction.

Hence $U(h)U(k)U(h+k)>0$.

In the Lean file, `ι` labels the finitely many atoms, `d` is the dimension of the cell, `h : Fin d → ℤ` is a reflection and `x j` is a position. The hypotheses `hw` and `hsum` say that the weights are non-negative and sum to one; `2 • h` is the doubled reflection.

The inequalities hold for the cosine sum of any arrangement of atoms. Symmetry enters only in `structureFactor_eq_U`, which identifies that sum with the complex structure factor. There a permutation `σ` preserves the weights and sends each position to its inverse, up to a lattice vector `n j`. An atom may be its own partner, so special positions are allowed.

Weights independent of $h$ stand for atoms whose form factors share one shape, which has been divided out, with no atom-dependent thermal damping. Non-negativity suits ordinary X-ray scattering, but neutron scattering lengths can be negative. These are the inequalities for an inversion centre; other symmetry elements lead to different ones. Within this model, sufficiently strong reflections supply signs, or relations between signs, for a Fourier map of the electron density.

```lean
import Mathlib

open scoped Real

namespace HarkerKasper

noncomputable section

variable {ι : Type*} [Fintype ι] {d : ℕ}

/-- The phase `2π h·r` of a scatterer at fractional coordinates `r` in the reflection `h`. -/
def phase (h : Fin d → ℤ) (r : Fin d → ℝ) : ℝ := 2 * π * ∑ i, (h i : ℝ) * r i

/-- The complex structure factor `∑ w_j exp(2πi h·x_j)` of atoms with scattering weights `w_j`
at positions `x_j`. -/
def structureFactor (w : ι → ℝ) (x : ι → Fin d → ℝ) (h : Fin d → ℤ) : ℂ :=
  ∑ j, (w j : ℂ) * Complex.exp ((phase h (x j) : ℂ) * Complex.I)

/-- The cosine structure factor `U(h) = ∑ w_j cos(2π h·x_j)`. -/
def U (w : ι → ℝ) (x : ι → Fin d → ℝ) (h : Fin d → ℤ) : ℝ :=
  ∑ j, w j * Real.cos (phase h (x j))

/-- The phase of the reflection `h + k` is the sum of the phases of `h` and `k`. -/
theorem phase_add (h k : Fin d → ℤ) (r : Fin d → ℝ) :
    phase (h + k) r = phase h r + phase k r := by
  simp only [phase, Pi.add_apply, Int.cast_add, add_mul, Finset.sum_add_distrib, mul_add]

/-- The phase of the reflection `h - k` is the difference of the phases of `h` and `k`. -/
theorem phase_sub (h k : Fin d → ℤ) (r : Fin d → ℝ) :
    phase (h - k) r = phase h r - phase k r := by
  simp only [phase, Pi.sub_apply, Int.cast_sub, sub_mul, Finset.sum_sub_distrib, mul_sub]

/-- If a permutation of the atoms preserves the weights and inverts the positions through the
origin up to lattice vectors `n j`, the complex structure factor is real and equals `U(h)`. -/
theorem structureFactor_eq_U (w : ι → ℝ) (x : ι → Fin d → ℝ) (σ : Equiv.Perm ι)
    (n : ι → Fin d → ℤ) (hσ : ∀ j, w (σ j) = w j)
    (hx : ∀ j i, x (σ j) i = n j i - x j i) (h : Fin d → ℤ) :
    structureFactor w x h = (U w x h : ℂ) := by
  -- inversion reverses each phase modulo 2π
  have hp : ∀ j, phase h (x (σ j)) =
      ((∑ i, h i * n j i : ℤ) : ℝ) * (2 * π) - phase h (x j) := by
    intro j
    simp only [phase, hx, mul_sub, Finset.sum_sub_distrib]
    push_cast
    ring
  -- so the sine part cancels between inverted partners
  have hs : ∑ j, w j * Real.sin (phase h (x j)) = 0 := by
    have h1 := Equiv.sum_comp σ (fun j => w j * Real.sin (phase h (x j)))
    have h2 : ∑ j, w (σ j) * Real.sin (phase h (x (σ j))) =
        -∑ j, w j * Real.sin (phase h (x j)) := by
      rw [← Finset.sum_neg_distrib]
      refine Finset.sum_congr rfl fun j _ => ?_
      rw [hσ, hp, Real.sin_int_mul_two_pi_sub]
      ring
    linarith
  have hsplit : structureFactor w x h =
      (U w x h : ℂ) + ((∑ j, w j * Real.sin (phase h (x j)) : ℝ) : ℂ) * Complex.I := by
    unfold structureFactor U
    push_cast
    rw [Finset.sum_mul, ← Finset.sum_add_distrib]
    refine Finset.sum_congr rfl fun j _ => ?_
    rw [Complex.exp_mul_I]
    ring
  rw [hsplit, hs]
  simp

/-- For non-negative weights that sum to one, `|U(h)| ≤ 1`. -/
theorem abs_U_le_one (w : ι → ℝ) (x : ι → Fin d → ℝ) (hw : ∀ j, 0 ≤ w j)
    (hsum : ∑ j, w j = 1) (h : Fin d → ℤ) : |U w x h| ≤ 1 := by
  unfold U
  refine (Finset.abs_sum_le_sum_abs _ _).trans ?_
  rw [← hsum]
  refine Finset.sum_le_sum fun j _ => ?_
  rw [abs_mul, abs_of_nonneg (hw j)]
  exact mul_le_of_le_one_right (hw j) (Real.abs_cos_le_one _)

/-- The Harker–Kasper sum inequality: for non-negative weights that sum to one,
`(U(h) + U(k))² ≤ (1 + U(h+k)) (1 + U(h-k))`. -/
theorem harker_kasper_sum (w : ι → ℝ) (x : ι → Fin d → ℝ) (hw : ∀ j, 0 ≤ w j)
    (hsum : ∑ j, w j = 1) (h k : Fin d → ℤ) :
    (U w x h + U w x k) ^ 2 ≤ (1 + U w x (h + k)) * (1 + U w x (h - k)) := by
  have e1 : U w x h + U w x k =
      ∑ j, w j * (Real.cos (phase h (x j)) + Real.cos (phase k (x j))) := by
    simp only [U, mul_add, Finset.sum_add_distrib]
  have e2 : ∀ l, 1 + U w x l = ∑ j, w j * (1 + Real.cos (phase l (x j))) := by
    intro l
    simp only [U, mul_add, mul_one, Finset.sum_add_distrib, hsum]
  rw [e1, e2, e2]
  -- Cauchy–Schwarz, with a trigonometric identity for each atom
  refine Finset.sum_sq_le_sum_mul_sum_of_sq_le_mul _ (fun j _ => ?_) (fun j _ => ?_)
    (fun j _ => ?_)
  · exact mul_nonneg (hw j) (by linarith [Real.neg_one_le_cos (phase (h + k) (x j))])
  · exact mul_nonneg (hw j) (by linarith [Real.neg_one_le_cos (phase (h - k) (x j))])
  · rw [phase_add, phase_sub, Real.cos_add, Real.cos_sub]
    linear_combination (w j) ^ 2 * (Real.sin (phase k (x j)) ^ 2 * Real.sin_sq (phase h (x j))
      + (1 - Real.cos (phase h (x j)) ^ 2) * Real.sin_sq (phase k (x j)))

/-- The Harker–Kasper difference inequality: for non-negative weights that sum to one,
`(U(h) - U(k))² ≤ (1 - U(h+k)) (1 - U(h-k))`. -/
theorem harker_kasper_difference (w : ι → ℝ) (x : ι → Fin d → ℝ) (hw : ∀ j, 0 ≤ w j)
    (hsum : ∑ j, w j = 1) (h k : Fin d → ℤ) :
    (U w x h - U w x k) ^ 2 ≤ (1 - U w x (h + k)) * (1 - U w x (h - k)) := by
  have e1 : U w x h - U w x k =
      ∑ j, w j * (Real.cos (phase h (x j)) - Real.cos (phase k (x j))) := by
    simp only [U, mul_sub, Finset.sum_sub_distrib]
  have e2 : ∀ l, 1 - U w x l = ∑ j, w j * (1 - Real.cos (phase l (x j))) := by
    intro l
    simp only [U, mul_sub, mul_one, Finset.sum_sub_distrib, hsum]
  rw [e1, e2, e2]
  refine Finset.sum_sq_le_sum_mul_sum_of_sq_le_mul _ (fun j _ => ?_) (fun j _ => ?_)
    (fun j _ => ?_)
  · exact mul_nonneg (hw j) (by linarith [Real.cos_le_one (phase (h + k) (x j))])
  · exact mul_nonneg (hw j) (by linarith [Real.cos_le_one (phase (h - k) (x j))])
  · rw [phase_add, phase_sub, Real.cos_add, Real.cos_sub]
    linear_combination (w j) ^ 2 * (Real.sin (phase k (x j)) ^ 2 * Real.sin_sq (phase h (x j))
      + (1 - Real.cos (phase h (x j)) ^ 2) * Real.sin_sq (phase k (x j)))

/-- For non-negative weights that sum to one, `U(h)² > 1/2` forces `U(2h)` to be positive. -/
theorem U_double_pos (w : ι → ℝ) (x : ι → Fin d → ℝ) (hw : ∀ j, 0 ≤ w j)
    (hsum : ∑ j, w j = 1) (h : Fin d → ℤ) (hU : 1 / 2 < U w x h ^ 2) :
    0 < U w x (2 • h) := by
  have h0 : U w x 0 = 1 := by simp [U, phase, hsum]
  -- the sum inequality at k = h reads 4 U(h)² ≤ 2 (1 + U(2h))
  have key := harker_kasper_sum w x hw hsum h h
  rw [sub_self, h0, ← two_nsmul h] at key
  nlinarith

/-- For non-negative weights that sum to one, `(|U(h)| + |U(k)|)² > 2` forces the triple product
`U(h) U(k) U(h+k)` to be positive. -/
theorem triple_product_pos (w : ι → ℝ) (x : ι → Fin d → ℝ) (hw : ∀ j, 0 ≤ w j)
    (hsum : ∑ j, w j = 1) (h k : Fin d → ℤ) (hU : 2 < (|U w x h| + |U w x k|) ^ 2) :
    0 < U w x h * U w x k * U w x (h + k) := by
  have hS := harker_kasper_sum w x hw hsum h k
  have hD := harker_kasper_difference w x hw hsum h k
  have ha := (sq_le_one_iff_abs_le_one _).2 (abs_U_le_one w x hw hsum h)
  have hb := (sq_le_one_iff_abs_le_one _).2 (abs_U_le_one w x hw hsum k)
  obtain ⟨s1, s2⟩ := abs_le.1 (abs_U_le_one w x hw hsum (h + k))
  obtain ⟨d1, d2⟩ := abs_le.1 (abs_U_le_one w x hw hsum (h - k))
  have e : (|U w x h| + |U w x k|) ^ 2 =
      U w x h ^ 2 + U w x k ^ 2 + 2 * |U w x h * U w x k| := by
    rw [abs_mul]
    linear_combination sq_abs (U w x h) + sq_abs (U w x k)
  rw [e] at hU
  -- the sign of U(h) U(k) selects the inequality to use
  rcases lt_trichotomy (U w x h * U w x k) 0 with hn | hz | hp
  · rw [abs_of_neg hn] at hU
    have hm : (1 - U w x (h + k)) * (1 - U w x (h - k)) ≤ (1 - U w x (h + k)) * 2 :=
      mul_le_mul_of_nonneg_left (by linarith) (by linarith)
    exact mul_pos_of_neg_of_neg hn (by nlinarith)
  · rw [hz, abs_zero] at hU
    linarith
  · rw [abs_of_pos hp] at hU
    have hm : (1 + U w x (h + k)) * (1 + U w x (h - k)) ≤ (1 + U w x (h + k)) * 2 :=
      mul_le_mul_of_nonneg_left (by linarith) (by linarith)
    exact mul_pos hp (by nlinarith)

/-- Two equal atoms at `±1/8` in a one-dimensional cell have `U(1)² = 1/2` and `U(2) = 0`. -/
theorem threshold_sharp :
    U (fun _ : Fin 2 => 1 / 2) ![fun _ : Fin 1 => 1 / 8, fun _ => -1 / 8] (fun _ => 1) ^ 2
      = 1 / 2 ∧
    U (fun _ : Fin 2 => 1 / 2) ![fun _ : Fin 1 => 1 / 8, fun _ => -1 / 8] (fun _ => 2) = 0 := by
  have p : ∀ m : ℤ, U (fun _ : Fin 2 => 1 / 2) ![fun _ : Fin 1 => 1 / 8, fun _ => -1 / 8]
      (fun _ => m) = Real.cos (m * (π / 4)) := by
    intro m
    have a : phase (fun _ : Fin 1 => m) (fun _ => 1 / 8) = m * (π / 4) := by
      simp only [phase, Finset.univ_unique, Finset.sum_singleton]
      ring
    have b : phase (fun _ : Fin 1 => m) (fun _ => -1 / 8) = -(m * (π / 4)) := by
      simp only [phase, Finset.univ_unique, Finset.sum_singleton]
      ring
    have c : U (fun _ : Fin 2 => 1 / 2) ![fun _ : Fin 1 => 1 / 8, fun _ => -1 / 8]
        (fun _ => m) = 1 / 2 * Real.cos (phase (fun _ : Fin 1 => m) (fun _ => 1 / 8))
          + 1 / 2 * Real.cos (phase (fun _ : Fin 1 => m) (fun _ => -1 / 8)) :=
      Fin.sum_univ_two _
    rw [c, a, b, Real.cos_neg]
    ring
  constructor
  · rw [p, Int.cast_one, one_mul, Real.cos_pi_div_four, div_pow,
      Real.sq_sqrt (by norm_num : (0 : ℝ) ≤ 2)]
    norm_num
  · have q : ((2 : ℤ) : ℝ) * (π / 4) = π / 2 := by
      push_cast
      ring
    rw [p, q, Real.cos_pi_div_two]

end

end HarkerKasper
```

```lean
#print axioms HarkerKasper.harker_kasper_sum
-- 'HarkerKasper.harker_kasper_sum' depends on axioms: [propext, Classical.choice, Quot.sound]
#print axioms HarkerKasper.U_double_pos
-- 'HarkerKasper.U_double_pos' depends on axioms: [propext, Classical.choice, Quot.sound]
#print axioms HarkerKasper.triple_product_pos
-- 'HarkerKasper.triple_product_pos' depends on axioms: [propext, Classical.choice, Quot.sound]
#print axioms HarkerKasper.threshold_sharp
-- 'HarkerKasper.threshold_sharp' depends on axioms: [propext, Classical.choice, Quot.sound]
```

`phase_add` and `phase_sub` supply the additive phases. In `structureFactor_eq_U`, inversion changes the sign of every sine, so the sine sum equals its own negative and vanishes.

In `harker_kasper_sum` and `harker_kasper_difference`, `e1` and `e2` write both sides as weighted sums over atoms. The lemma `Finset.sum_sq_le_sum_mul_sum_of_sq_le_mul` is Cauchy–Schwarz: it asks for non-negative factors and a bound for each atom. `linear_combination` proves that bound from the addition formulas and $\sin^2+\cos^2=1$, in place of half angles.

`U_double_pos` sets $k=h$. `triple_product_pos` takes $|U|\le1$ from `abs_U_le_one` and splits on the sign of $U(h)U(k)$, as above.

Finally, `threshold_sharp` places two equal atoms at $\pm1/8$ in one dimension. Then $U(1)^2=\cos^2(\pi/4)=1/2$ while $U(2)=\cos(\pi/2)=0$, so the strict inequality $U(h)^2>1/2$ cannot be relaxed to $\ge$.
